# The fourth-order coefficient of the linearization error under boundary matching

Let $V$ be a real inner-product space, read as the real radial functions of one angular momentum inside a sphere with fixed potential. It need not be complete or finite-dimensional. The curve $u:\mathbb R\to V$ assigns to each energy a normalised radial solution, and $u'$, in Lean `deriv u`, is its energy derivative. The linearization energy is $E$, and $\delta$, of either sign, is the offset from it.

```lean
import Mathlib

open Filter Topology

namespace LinearizationError

noncomputable section

local notation "⟪" x ", " y "⟫" => inner ℝ x y
local notation "ℝ³" => EuclideanSpace ℝ (Fin 3)

variable {V : Type*} [NormedAddCommGroup V] [InnerProductSpace ℝ V]
```

With $A=\langle u(E+\delta),u(E)\rangle$ and $B=\langle u(E+\delta),u'(E)\rangle$, the matching coefficient is $\omega=\delta A/(A-\delta B)$. In `matchCoeff δ f u₀ u₁`, the vectors `f`, `u₀`, `u₁` stand for $u(E+\delta)$, $u(E)$, $u'(E)$.

```lean
/-- The matching coefficient `ω = δA/(A - δB)` with `A = ⟨f, u₀⟩` and `B = ⟨f, u₁⟩`,
for `A - δB ≠ 0`. -/
def matchCoeff (δ : ℝ) (f u₀ u₁ : V) : ℝ := δ * ⟪f, u₀⟫ / (⟪f, u₀⟫ - δ * ⟪f, u₁⟫)
```

The squared norm of the energy derivative is $N(x)=\|u'(x)\|^2$.

```lean
/-- The squared norm `N(x) = ‖u'(x)‖²` of the energy derivative. -/
def slopeNorm (u : ℝ → V) (x : ℝ) : ℝ := ‖deriv u x‖ ^ 2
```

The Hamiltonian $H$ is a linear map on $V$, not assumed symmetric: integration by parts inside a sphere leaves the surface term $\langle f,Hg\rangle-\langle Hf,g\rangle$. For radial functions regular at the origin it vanishes exactly when the values and slopes of $f$ and $g$ at the boundary are proportional.

## (a) Matching at the sphere boundary

Let $Hf=(E+\delta)f$, $Hu_0=Eu_0$ and $Hu_1=Eu_1+u_0$; the last two are the radial equation and its energy derivative. Put $A=\langle f,u_0\rangle$, $B=\langle f,u_1\rangle$, with $A-\delta B\neq0$, and $\psi=u_0+\omega u_1$ for any real $\omega$. Show that

$$\langle f,H\psi\rangle-\langle Hf,\psi\rangle=0\iff\omega=\frac{\delta A}{A-\delta B}.$$

**Solution.** Since $H\psi=E\psi+\omega u_0$, the surface term is
$$\omega A-\delta\langle f,\psi\rangle=\omega A-\delta(A+\omega B)=\omega(A-\delta B)-\delta A.$$
Set this to zero and divide by $A-\delta B$. In Lean, `h` is this expansion and `eq_div_iff hD` the division.

```lean
/-- Let `H f = (E + δ) f`, `H u₀ = E u₀`, `H u₁ = E u₁ + u₀` and `A - δB ≠ 0`. The surface term
`⟨f, Hψ⟩ - ⟨Hf, ψ⟩` of `ψ = u₀ + ω u₁` vanishes exactly for the matching coefficient `ω`. -/
theorem matching_iff (H : V →ₗ[ℝ] V) {f u₀ u₁ : V} {E δ : ℝ} (ω : ℝ)
    (hf : H f = (E + δ) • f) (h₀ : H u₀ = E • u₀) (h₁ : H u₁ = E • u₁ + u₀)
    (hD : ⟪f, u₀⟫ - δ * ⟪f, u₁⟫ ≠ 0) :
    ⟪f, H (u₀ + ω • u₁)⟫ - ⟪H f, u₀ + ω • u₁⟫ = 0 ↔ ω = matchCoeff δ f u₀ u₁ := by
  have h : ⟪f, H (u₀ + ω • u₁)⟫ - ⟪H f, u₀ + ω • u₁⟫
      = ω * (⟪f, u₀⟫ - δ * ⟪f, u₁⟫) - δ * ⟪f, u₀⟫ := by
    simp only [map_add, map_smul, hf, h₀, h₁, inner_add_right,
      real_inner_smul_left, real_inner_smul_right]
    ring
  rw [h, sub_eq_zero, matchCoeff, eq_div_iff hD]
```

## (b) The energy of the linearised function

Let also $\|u_0\|=1$ and $\langle u_0,u_1\rangle=0$; $f$ plays no part here. Show that, for every $\omega$,

$$\langle\psi,H\psi\rangle=\Big(E+\frac{\omega}{1+\omega^2\|u_1\|^2}\Big)\langle\psi,\psi\rangle.$$

**Solution.** From $H\psi=E\psi+\omega u_0$ we get $\langle\psi,H\psi\rangle=E\langle\psi,\psi\rangle+\omega\langle\psi,u_0\rangle$. Orthogonality gives $\langle\psi,u_0\rangle=1$ (`hp`) and $\langle\psi,\psi\rangle=1+\omega^2\|u_1\|^2>0$ (`hs`), and the claim follows.

```lean
/-- If `u₀` is a unit vector orthogonal to `u₁`, with `H u₀ = E u₀` and `H u₁ = E u₁ + u₀`,
then `ψ = u₀ + ω u₁` has `⟨ψ, Hψ⟩ = (E + ω/(1 + ω²‖u₁‖²)) ⟨ψ, ψ⟩`. -/
theorem energy_linearized (H : V →ₗ[ℝ] V) {u₀ u₁ : V} {E : ℝ} (ω : ℝ)
    (hn : ‖u₀‖ = 1) (ho : ⟪u₀, u₁⟫ = 0) (h₀ : H u₀ = E • u₀) (h₁ : H u₁ = E • u₁ + u₀) :
    ⟪u₀ + ω • u₁, H (u₀ + ω • u₁)⟫
      = (E + ω / (1 + ω ^ 2 * ‖u₁‖ ^ 2)) * ⟪u₀ + ω • u₁, u₀ + ω • u₁⟫ := by
  have ho' : ⟪u₁, u₀⟫ = 0 := (real_inner_comm _ _).trans ho
  have hH : H (u₀ + ω • u₁) = E • (u₀ + ω • u₁) + ω • u₀ := by
    rw [map_add, map_smul, h₀, h₁]; module
  have hs : ⟪u₀ + ω • u₁, u₀ + ω • u₁⟫ = 1 + ω ^ 2 * ‖u₁‖ ^ 2 := by
    simp only [inner_add_left, inner_add_right, real_inner_smul_left, real_inner_smul_right,
      real_inner_self_eq_norm_sq, norm_smul, mul_pow, Real.norm_eq_abs, sq_abs, hn, ho, ho']
    ring
  have hp : ⟪u₀ + ω • u₁, u₀⟫ = 1 := by
    simp only [inner_add_left, real_inner_smul_left, real_inner_self_eq_norm_sq, hn, ho']
    ring
  have hne : 1 + ω ^ 2 * ‖u₁‖ ^ 2 ≠ 0 := by positivity
  rw [hH, inner_add_right, real_inner_smul_right, real_inner_smul_right, hs, hp,
    add_mul, div_mul_cancel₀ _ hne, mul_one]
```

## (c) Normalisation and the energy derivative

Let $u$ be differentiable with $\|u(x)\|=1$ for all $x$. Show that

$$\langle u(E),u'(E)\rangle=0.$$

**Solution.** Differentiating $\langle u,u\rangle=1$ gives $2\langle u,u'\rangle=0$. Lean computes the derivative by the product rule and as that of a constant, and `h.unique` equates the two.

```lean
/-- For a differentiable curve of unit vectors, `u(E)` is orthogonal to `u'(E)`. -/
theorem inner_deriv_eq_zero {u : ℝ → V} (hu : Differentiable ℝ u) (hn : ∀ x, ‖u x‖ = 1)
    (E : ℝ) : ⟪u E, deriv u E⟫ = 0 := by
  have h := (hu E).hasDerivAt.inner ℝ (hu E).hasDerivAt
  have hc : (fun t => ⟪u t, u t⟫) = fun _ => (1 : ℝ) := by
    funext t
    rw [real_inner_self_eq_norm_sq, hn, one_pow]
  rw [hc] at h
  have h0 := h.unique (hasDerivAt_const E (1 : ℝ))
  have hs := real_inner_comm (u E) (deriv u E)
  linarith
```

## (d) The overlap with the energy derivative

Let $u'$ also be differentiable at $E$. Show that, as $\delta\to0$ with $\delta\ne0$ (the filter `𝓝[≠] 0`),

$$\frac{B-\delta N(E)}{\delta^2}\to\frac{N'(E)}4.$$

**Solution.** Numerator and denominator vanish at $\delta=0$, by (c). The quotient of their derivatives is
$$\frac{\langle u'(E+\delta),u'(E)\rangle-N(E)}{2\delta}=\frac12\Big\langle\frac{u'(E+\delta)-u'(E)}{\delta},u'(E)\Big\rangle\to\frac12\langle u''(E),u'(E)\rangle.$$
As $N'=2\langle u'',u'\rangle$ at $E$, this limit is $N'(E)/4$.

The proof turns on `HasDerivAt.lhopital_zero_nhdsNE`. It leaves four goals: $2\delta\neq0$ away from zero, two limits equal to zero, and the limit of the quotient of derivatives. That quotient is already half the difference quotient of $\langle u'(x),u'(E)\rangle$ at $x=E$, so $u''$ need exist only at $E$.

```lean
/-- For a differentiable curve of unit vectors with `u'` differentiable at `E`, the overlap
`B = ⟨u(E+δ), u'(E)⟩` satisfies `(B - δN(E))/δ² → N'(E)/4` as `δ → 0`. -/
theorem overlap_expansion {u : ℝ → V} {E : ℝ} (hu : Differentiable ℝ u)
    (hu' : DifferentiableAt ℝ (deriv u) E) (hn : ∀ x, ‖u x‖ = 1) :
    Tendsto (fun δ : ℝ => (⟪u (E + δ), deriv u E⟫ - δ * slopeNorm u E) / δ ^ 2)
      (𝓝[≠] 0) (𝓝 (deriv (slopeNorm u) E / 4)) := by
  have hN : deriv (slopeNorm u) E = 2 * ⟪deriv (deriv u) E, deriv u E⟫ := by
    have e : slopeNorm u = fun x => ⟪deriv u x, deriv u x⟫ :=
      funext fun x => (real_inner_self_eq_norm_sq _).symm
    rw [e, (hu'.hasDerivAt.inner ℝ hu'.hasDerivAt).deriv,
      real_inner_comm (deriv (deriv u) E) (deriv u E)]
    ring
  have hf : ∀ δ : ℝ, HasDerivAt (fun δ : ℝ => ⟪u (E + δ), deriv u E⟫ - δ * slopeNorm u E)
      (⟪deriv u (E + δ), deriv u E⟫ - slopeNorm u E) δ := fun δ => by
    have h1 := (HasDerivAt.comp_const_add E δ (hu (E + δ)).hasDerivAt).inner ℝ
      (hasDerivAt_const δ (deriv u E))
    exact (h1.fun_sub ((hasDerivAt_id' δ).mul_const (slopeNorm u E))).congr_deriv
      (by rw [inner_zero_right]; ring)
  have hg : ∀ δ : ℝ, HasDerivAt (fun δ : ℝ => δ ^ 2) (2 * δ) δ := fun δ =>
    (hasDerivAt_pow 2 δ).congr_deriv (by norm_num)
  -- L'Hôpital's rule reduces the claim to the difference quotient of `u'` at `E`
  refine HasDerivAt.lhopital_zero_nhdsNE (Eventually.of_forall hf) (Eventually.of_forall hg)
    ?_ ?_ ?_ ?_
  · filter_upwards [self_mem_nhdsWithin] with δ hδ
    exact mul_ne_zero two_ne_zero hδ
  · have h := (hf 0).continuousAt.tendsto
    simp only [add_zero, zero_mul, sub_zero, inner_deriv_eq_zero hu hn E] at h
    exact h.mono_left nhdsWithin_le_nhds
  · have h := (hg 0).continuousAt.tendsto
    rw [show (0 : ℝ) ^ 2 = 0 by norm_num] at h
    exact h.mono_left nhdsWithin_le_nhds
  · have h2 := (hasDerivAt_iff_tendsto_slope_zero.mp
      (hu'.hasDerivAt.inner ℝ (hasDerivAt_const E (deriv u E)))).div_const 2
    rw [inner_zero_right, zero_add] at h2
    rw [hN, show 2 * ⟪deriv (deriv u) E, deriv u E⟫ / 4
      = ⟪deriv (deriv u) E, deriv u E⟫ / 2 by ring]
    refine h2.congr fun δ => ?_
    simp only [smul_eq_mul, slopeNorm, real_inner_self_eq_norm_sq]
    rw [div_eq_mul_inv _ (2 * δ), mul_inv]
    ring
```

## (e) Cancellation below fourth order

Now let $A,B$ be any real functions of $\delta$, and $N,L$ real numbers, with $(A-1)/\delta\to0$ and $(B-\delta N)/\delta^2\to L$. Show that

$$\frac1{\delta^4}\Big(\frac{\omega}{1+\omega^2N}-\delta\Big)\to L.$$

**Solution.** Put $D=A-\delta B$ and $S=D^2+\delta^2A^2N$. Then $\omega/(1+\omega^2N)=\delta AD/S$, and
$$AD-S=D\,\delta B-\delta^2A^2N=\delta AB-\delta^2B^2-\delta^2A^2N.$$
Multiplying by $\delta/(\delta^4S)$ and writing $B=(B-\delta N)+\delta N$ in the first term, we find that the quotient equals
$$\frac1S\Big[A\,\frac{B-\delta N}{\delta^2}-AN\,\frac{A-1}{\delta}-\delta\Big(\frac B\delta\Big)^2\Big].$$
Since $A,D,S\to1$ and $B/\delta\to N$, the limit is $L$. In Lean, `key` clears the denominators and `hnum` is the identity for the bracket; `eventually_ne` keeps $D$ and $S$ nonzero near $\delta=0$.

```lean
/-- If `(A - 1)/δ → 0` and `(B - δN)/δ² → L` as `δ → 0`, then `ω = δA/(A - δB)` satisfies
`(ω/(1 + ω²N) - δ)/δ⁴ → L`. -/
theorem error_of_overlaps {A B : ℝ → ℝ} {N L : ℝ}
    (ha : Tendsto (fun δ => (A δ - 1) / δ) (𝓝[≠] 0) (𝓝 0))
    (hc : Tendsto (fun δ => (B δ - δ * N) / δ ^ 2) (𝓝[≠] 0) (𝓝 L)) :
    Tendsto (fun δ => (δ * A δ / (A δ - δ * B δ) /
      (1 + (δ * A δ / (A δ - δ * B δ)) ^ 2 * N) - δ) / δ ^ 4) (𝓝[≠] 0) (𝓝 L) := by
  have hd : Tendsto (fun δ : ℝ => δ) (𝓝[≠] 0) (𝓝 0) := nhdsWithin_le_nhds
  have hA : Tendsto A (𝓝[≠] 0) (𝓝 (1 + 0 * 0)) := by
    refine ((hd.mul ha).const_add 1).congr' ?_
    filter_upwards [self_mem_nhdsWithin] with δ hδ
    rw [mul_div_cancel₀ _ (show δ ≠ 0 from hδ)]
    ring
  have hb : Tendsto (fun δ => B δ / δ) (𝓝[≠] 0) (𝓝 (N + 0 * L)) := by
    refine ((hd.mul hc).const_add N).congr' ?_
    filter_upwards [self_mem_nhdsWithin] with δ hδ
    have h0 : δ ≠ 0 := hδ
    have h : δ * ((B δ - δ * N) / δ ^ 2) = B δ / δ - N := by field_simp
    linarith
  have hB : Tendsto B (𝓝[≠] 0) (𝓝 (0 * (N + 0 * L))) := by
    refine (hd.mul hb).congr' ?_
    filter_upwards [self_mem_nhdsWithin] with δ hδ
    exact mul_div_cancel₀ _ (show δ ≠ 0 from hδ)
  have hD := hA.sub (hd.mul hB)
  have hS := (hD.pow 2).add ((((hd.pow 2).mul (hA.pow 2))).mul_const N)
  have hT := ((hA.mul hc).sub ((hA.mul_const N).mul ha)).sub (hd.mul (hb.pow 2))
  have hlim := hT.div hS (by norm_num)
  have hL : ((1 + 0 * 0) * L - (1 + 0 * 0) * N * 0 - 0 * (N + 0 * L) ^ 2) /
      ((1 + 0 * 0 - 0 * (0 * (N + 0 * L))) ^ 2 + 0 ^ 2 * (1 + 0 * 0) ^ 2 * N) = L := by
    norm_num
  rw [hL] at hlim
  refine hlim.congr' ?_
  filter_upwards [self_mem_nhdsWithin, hD.eventually_ne (by norm_num : _ ≠ (0 : ℝ)),
    hS.eventually_ne (by norm_num : _ ≠ (0 : ℝ))] with δ hδ hD0 hS0
  have h0 : δ ≠ 0 := hδ
  -- clear the inner denominator, then cancel everything below fourth order
  have key : ∀ D S : ℝ, D ≠ 0 → S ≠ 0 → S = D ^ 2 + δ ^ 2 * A δ ^ 2 * N →
      (δ * A δ / D / (1 + (δ * A δ / D) ^ 2 * N) - δ) / δ ^ 4
        = (δ * A δ * D - δ * S) / δ ^ 4 / S := by
    intro D S hD hS h
    have e : 1 + (δ * A δ / D) ^ 2 * N = S / D ^ 2 := by rw [h]; field_simp
    rw [e]
    field_simp
  have hnum : A δ * ((B δ - δ * N) / δ ^ 2) - A δ * N * ((A δ - 1) / δ) - δ * (B δ / δ) ^ 2
      = (δ * A δ * (A δ - δ * B δ)
        - δ * ((A δ - δ * B δ) ^ 2 + δ ^ 2 * A δ ^ 2 * N)) / δ ^ 4 := by
    field_simp
    ring
  rw [key _ _ hD0 hS0 rfl, ← hnum]
  rfl
```

## (f) The linearization error

For the curve of (d), show that

$$\frac1{\delta^4}\Big(\frac{\omega}{1+\omega^2N(E)}-\delta\Big)\to\frac{N'(E)}4.$$

**Solution.** The quotient $(A-1)/\delta$ tends to $\langle u'(E),u(E)\rangle=0$ by (c). Part (d) supplies the other limit, and (e) applies with $L=N'(E)/4$.

Two small cases illustrate the limit alone. Their curves are not solutions for any $H$, since a linear map on a finite-dimensional space has only finitely many eigenvalues. If $V$ is one-dimensional, $u$ is constant, so $\omega=\delta$ and the limit is zero. In $V=\mathbb R^2$, $u(x)=(\cos(x+x^2),\sin(x+x^2))$ has $N'(0)=4$, so the limit at $E=0$ is $1$.

If the curve also obeys the equations in (a), combining (b) and (f) by hand gives the matched function the energy $E+\delta+N'(E)\delta^4/4+o(\delta^4)$. The exact solution $u(E+\delta)$ has energy $E+\delta$, so the term $N'(E)\delta^4/4$ is the error due to linearization, up to $o(\delta^4)$. This is a single-sphere, single-channel model of the linearized augmented-plane-wave (LAPW) method, with the boundary condition of the exact solution imposed and without interstitial region or self-consistency.

```lean
/-- Linearization error: for a differentiable curve of unit vectors with `u'` differentiable at
`E`, the matching coefficient `ω` satisfies `(ω/(1 + ω²N(E)) - δ)/δ⁴ → N'(E)/4` as `δ → 0`. -/
theorem linearization_error {u : ℝ → V} {E : ℝ} (hu : Differentiable ℝ u)
    (hu' : DifferentiableAt ℝ (deriv u) E) (hn : ∀ x, ‖u x‖ = 1) :
    Tendsto (fun δ : ℝ => (matchCoeff δ (u (E + δ)) (u E) (deriv u E) /
      (1 + matchCoeff δ (u (E + δ)) (u E) (deriv u E) ^ 2 * slopeNorm u E) - δ) / δ ^ 4)
      (𝓝[≠] 0) (𝓝 (deriv (slopeNorm u) E / 4)) := by
  have ho : ⟪deriv u E, u E⟫ = 0 :=
    (real_inner_comm _ _).trans (inner_deriv_eq_zero hu hn E)
  have ha : Tendsto (fun δ : ℝ => (⟪u (E + δ), u E⟫ - 1) / δ) (𝓝[≠] 0) (𝓝 0) := by
    have h := hasDerivAt_iff_tendsto_slope_zero.mp
      ((hu E).hasDerivAt.inner ℝ (hasDerivAt_const E (u E)))
    rw [inner_zero_right, zero_add, ho] at h
    refine h.congr fun δ => ?_
    simp only [smul_eq_mul, real_inner_self_eq_norm_sq, hn]
    ring
  exact error_of_overlaps (A := fun δ => ⟪u (E + δ), u E⟫)
    (B := fun δ => ⟪u (E + δ), deriv u E⟫) ha (overlap_expansion hu hu' hn)
```

## (g) A three-dimensional example

Give an explicit $H$ and vectors satisfying every condition in (a) and (b), with $E=0$ and $\delta=1$.

**Solution.** Take
$$H(x,y,z)=(y+z,z,z),\quad f=(2,1,1),\quad u_0=(1,0,0),\quad u_1=(0,1,0).$$
Then $Hf=f$, $Hu_0=0$, $Hu_1=u_0$ and $A-\delta B=2-1=1$. Normalising $f$ makes this $1/\sqrt6$ and leaves $\omega=2$ unchanged. The example is algebraic, not a radial Hamiltonian.

```lean
/-- The linear map `(x, y, z) ↦ (y + z, z, z)` on three-dimensional space. -/
def modelH : ℝ³ →ₗ[ℝ] ℝ³ where
  toFun x := !₂[x 1 + x 2, x 2, x 2]
  map_add' x y := by ext i; fin_cases i <;> simp; ring
  map_smul' c x := by ext i; fin_cases i <;> simp; ring
```

Lean checks the conditions by coordinates.

```lean
/-- With `E = 0` and `δ = 1`, the map `modelH` and the vectors `f = (2,1,1)`, `u₀ = (1,0,0)`,
`u₁ = (0,1,0)` meet the conditions of `matching_iff` and `energy_linearized`. -/
theorem matching_witness :
    modelH !₂[2, 1, 1] = ((0 : ℝ) + 1) • !₂[2, 1, 1] ∧
    modelH !₂[1, 0, 0] = (0 : ℝ) • !₂[1, 0, 0] ∧
    modelH !₂[0, 1, 0] = (0 : ℝ) • !₂[0, 1, 0] + !₂[1, 0, 0] ∧
    ⟪(!₂[2, 1, 1] : ℝ³), !₂[1, 0, 0]⟫ - 1 * ⟪(!₂[2, 1, 1] : ℝ³), !₂[0, 1, 0]⟫ ≠ 0 ∧
    ‖(!₂[1, 0, 0] : ℝ³)‖ = 1 ∧ ⟪(!₂[1, 0, 0] : ℝ³), !₂[0, 1, 0]⟫ = 0 := by
  refine ⟨?_, ?_, ?_, ?_, ?_, ?_⟩
  · ext i; fin_cases i <;> simp [modelH]; norm_num
  · ext i; fin_cases i <;> simp [modelH]
  · ext i; fin_cases i <;> simp [modelH]
  · simp [PiLp.inner_apply, Fin.sum_univ_succ]
    norm_num
  · simp [EuclideanSpace.norm_eq, Fin.sum_univ_succ]
  · simp [PiLp.inner_apply, Fin.sum_univ_succ]

end

end LinearizationError
```

```lean
#print axioms LinearizationError.matching_iff
#print axioms LinearizationError.energy_linearized
#print axioms LinearizationError.linearization_error
```

```
'LinearizationError.matching_iff' depends on axioms: [propext, Classical.choice, Quot.sound]
'LinearizationError.energy_linearized' depends on axioms: [propext, Classical.choice, Quot.sound]
'LinearizationError.linearization_error' depends on axioms: [propext, Classical.choice, Quot.sound]
```
